# The error of an interpolation-based derivative at a node, for sufficiently smooth functions

To check an analytic force, one displaces an atom by $\pm h$ along a coordinate, computes the two energies and divides their difference by $2h$. Up to sign, the result approximates the force. In general it differs from the true derivative even if both energies are exact, so a disagreement of that size does not by itself indicate a mistake in the analytic force. The central difference is the derivative of a parabola through three points, and a single remainder formula covers every stencil that differentiates an interpolating polynomial at one of its nodes.

## Remainder and bound at a node

Let $x_0,\dots,x_n$ be distinct real nodes, in any order and with any spacing, and let $H$ be the interval from the smallest to the largest. Let $f$ be $n+1$ times continuously differentiable around each point of $H$, and let $p$ be a polynomial of degree at most $n$ with $p(x_i)=f(x_i)$ for all $i$. Then for every node $x_j$ there is a $c\in H$ with

$$f'(x_j)-p'(x_j)=\frac{f^{(n+1)}(c)}{(n+1)!}\prod_{i\ne j}(x_j-x_i).$$

If $|f^{(n+1)}|\le M$ on $H$, the error is at most $\frac{M}{(n+1)!}\prod_{i\ne j}|x_j-x_i|$.

For the nodes $a-h,\ a,\ a+h$ with $h>0$ this gives

$$f'(a)-\frac{f(a+h)-f(a-h)}{2h}=-\frac{h^2}{6}f'''(c_1),$$

$$f'(a-h)-\frac{-3f(a-h)+4f(a)-f(a+h)}{2h}=\frac{h^2}{3}f'''(c_2),$$

where $c_1$ and $c_2$ lie in $[a-h,a+h]$ and may differ.

## Force checks and grid edges

In electronic structure, the first formula gives, up to the sign that turns an energy derivative into a force, the truncation error of a force check along a single displacement coordinate, provided that the energy is three times continuously differentiable there. The second applies at the edge of a grid, where no neighbour exists on one side. Both stencils are of second order, but for the same $M$ the edge bound is twice the central one. On a nonuniform grid, the product shows how the node positions enter the bound for a given $M$.

## Counting zeros of the residual

Put $W(t)=\prod_i(t-x_i)$. By the product rule, only the term in which the factor $t-x_j$ is differentiated survives at $x_j$, so

$$W'(x_j)=\prod_{i\ne j}(x_j-x_i)=:P_j,$$

which is nonzero because the nodes are distinct. Define

$$K=\frac{f'(x_j)-p'(x_j)}{P_j},\qquad g=f-p-KW.$$

1. At every node $f-p$ and $W$ vanish, so $g$ has $n+1$ zeros in $H$.
2. By Rolle's theorem, $g'$ has a zero strictly between each pair of neighbouring nodes. These are $n$ zeros, none of them a node.
3. By the choice of $K$, $g'(x_j)=f'(x_j)-p'(x_j)-KP_j=0$. Hence $g'$ has $n+1$ distinct zeros in $H$.
4. Each further use of Rolle's theorem costs one zero. After $n$ uses, $g^{(n+1)}$ has a zero $c\in H$.
5. Since $p^{(n+1)}=0$ and $W^{(n+1)}=(n+1)!$, we get $f^{(n+1)}(c)=(n+1)!\,K$. Multiplying $K$ by $P_j$ gives the formula.

For $n=0$ there are no gaps, and $c=x_0$.

For three equally spaced points the parabola is $p(t)=f(a)+u(t-a)+v(t-a)^2$ with

$$u=\frac{f(a+h)-f(a-h)}{2h},\qquad v=\frac{f(a+h)-2f(a)+f(a-h)}{2h^2}.$$

Its slopes $p'(a)=u$ and $p'(a-h)=u-2vh$ are the two stencils. The products are $h\cdot(-h)=-h^2$ and $(-h)(-2h)=2h^2$; division by $3!=6$ gives the stated factors. The middle point counts as a node even though its weight in the central stencil is zero.

The same argument gives the error of the interpolated value. For $t\in H$ that is not a node, choose $K$ so that $g(t)=0$. Then $g$ itself has $n+2$ zeros, and $n+1$ uses of Rolle's theorem give $f(t)-p(t)=\frac{f^{(n+1)}(c)}{(n+1)!}\prod_i(t-x_i)$ for some $c\in H$.

## Lean source

```lean
import Mathlib

open Polynomial

namespace StencilDerivativeError

noncomputable section

/-- The polynomial `p` interpolates `f` at the `n + 1` nodes `x i`: its degree is at most `n`
and it agrees with `f` at every node. -/
def IsInterpolant {n : ℕ} (x : Fin (n + 1) → ℝ) (f : ℝ → ℝ) (p : ℝ[X]) : Prop :=
  p.natDegree ≤ n ∧ ∀ i, p.eval (x i) = f (x i)

/-- The difference between the `k`th derivatives of a function `f` and a polynomial `q`,
at the point `t`. -/
def residual (f : ℝ → ℝ) (q : ℝ[X]) (k : ℕ) (t : ℝ) : ℝ :=
  iteratedDeriv k f t - (derivative^[k] q).eval t

/-- For distinct nodes, Lagrange's formula gives an interpolating polynomial of `f`. -/
theorem isInterpolant_witness {n : ℕ} {x : Fin (n + 1) → ℝ} (hx : Function.Injective x)
    (f : ℝ → ℝ) :
    IsInterpolant x f (Lagrange.interpolate Finset.univ x (fun i => f (x i))) := by
  refine ⟨natDegree_le_of_degree_le ?_, fun i => ?_⟩
  · simpa using Lagrange.degree_interpolate_le (s := Finset.univ) (v := x)
      (fun i => f (x i)) hx.injOn
  · exact Lagrange.eval_interpolate_at_node _ hx.injOn (Finset.mem_univ i)

/-- Rolle's theorem for many zeros: if `g` is differentiable on an interval `S` and has `m + 1`
zeros there, its derivative has `m` zeros in `S` that differ from the given ones. -/
theorem rolle_step {g g' : ℝ → ℝ} {S : Set ℝ} (hS : S.OrdConnected)
    (hg : ∀ t ∈ S, HasDerivAt g (g' t) t) {m : ℕ} (s : Finset ℝ) (hs : s.card = m + 1)
    (hz : ∀ t ∈ s, t ∈ S ∧ g t = 0) :
    ∃ r : Finset ℝ, r.card = m ∧ ∀ t ∈ r, t ∉ s ∧ t ∈ S ∧ g' t = 0 := by
  -- one zero of the derivative in each gap between neighbouring zeros
  have gap : ∀ i : Fin m, ∃ y, s.orderEmbOfFin hs i.castSucc < y ∧
      y < s.orderEmbOfFin hs i.succ ∧ y ∈ S ∧ g' y = 0 := by
    intro i
    have h0 := hz _ (s.orderEmbOfFin_mem hs i.castSucc)
    have h1 := hz _ (s.orderEmbOfFin_mem hs i.succ)
    have hsub := hS.out h0.1 h1.1
    have hi : i.castSucc < i.succ := by simp [Fin.lt_def]
    obtain ⟨y, hy, hy0⟩ := exists_hasDerivAt_eq_zero ((s.orderEmbOfFin hs).strictMono hi)
      (fun t ht => (hg t (hsub ht)).continuousAt.continuousWithinAt)
      (h0.2.trans h1.2.symm) (fun t ht => hg t (hsub (Set.Ioo_subset_Icc_self ht)))
    exact ⟨y, hy.1, hy.2, hsub (Set.Ioo_subset_Icc_self hy), hy0⟩
  choose y hy1 hy2 hyS hy0 using gap
  have hmono : StrictMono y := by
    intro i k hik
    have hle : i.succ ≤ k.castSucc := by
      show (i : ℕ) + 1 ≤ (k : ℕ)
      exact hik
    exact (hy2 i).trans_le (((s.orderEmbOfFin hs).monotone hle).trans (hy1 k).le)
  refine ⟨Finset.univ.image y, ?_, ?_⟩
  · rw [Finset.card_image_of_injective _ hmono.injective, Finset.card_univ, Fintype.card_fin]
  · intro t ht
    obtain ⟨i, -, rfl⟩ := Finset.mem_image.1 ht
    refine ⟨fun hmem => ?_, hyS i, hy0 i⟩
    have hr : y i ∈ Set.range (s.orderEmbOfFin hs) := by
      rw [Finset.range_orderEmbOfFin]
      exact hmem
    obtain ⟨k, hk⟩ := hr
    have a1 : i.castSucc < k := (s.orderEmbOfFin hs).lt_iff_lt.1 (by rw [hk]; exact hy1 i)
    have a2 : k < i.succ := (s.orderEmbOfFin hs).lt_iff_lt.1 (by rw [hk]; exact hy2 i)
    have b1 : (i : ℕ) < (k : ℕ) := a1
    have b2 : (k : ℕ) < (i : ℕ) + 1 := a2
    omega

/-- Repeated Rolle: let `F 0, ..., F m` be successive derivatives on an interval `S`. If `F 0`
has `m + 1` zeros in `S`, then `F m` has a zero in `S`. -/
theorem repeated_rolle {S : Set ℝ} (hS : S.OrdConnected) (m : ℕ) (F : ℕ → ℝ → ℝ)
    (hF : ∀ k < m, ∀ t ∈ S, HasDerivAt (F k) (F (k + 1) t) t) (s : Finset ℝ)
    (hs : s.card = m + 1) (hz : ∀ t ∈ s, t ∈ S ∧ F 0 t = 0) : ∃ c ∈ S, F m c = 0 := by
  induction m generalizing F s with
  | zero =>
    obtain ⟨c, hc⟩ := Finset.card_pos.1 (by omega : 0 < s.card)
    exact ⟨c, hz c hc⟩
  | succ m ih =>
    obtain ⟨r, hr, hr0⟩ := rolle_step (g' := F 1) hS (hF 0 (by omega)) s hs hz
    exact ih (fun k => F (k + 1)) (fun k hk => hF (k + 1) (by omega)) r hr
      (fun t ht => (hr0 t ht).2)

/-- The `N`th derivative of a polynomial of degree at most `N` is the constant `N!` times
its coefficient of order `N`. -/
theorem top_derivative {N : ℕ} {q : ℝ[X]} (hq : q.natDegree ≤ N) :
    derivative^[N] q = C ((N.factorial : ℝ) * q.coeff N) := by
  ext m
  rw [coeff_iterate_derivative, coeff_C]
  rcases m with _ | m
  · simp [Nat.descFactorial_self]
  · rw [coeff_eq_zero_of_natDegree_lt (by omega)]
    simp

/-- Derivative error at a node: for distinct nodes and `f` of class `C^(n+1)` at every point of
their convex hull, if `p` has degree at most `n` and agrees with `f` at the nodes, then `f' - p'` at
the node `x j` is `f^(n+1)(c) / (n+1)!` times the product of the distances `x j - x i` (with sign)
to the other nodes, for some `c` in the hull. -/
theorem deriv_error_at_node {n : ℕ} {x : Fin (n + 1) → ℝ} (hx : Function.Injective x)
    {f : ℝ → ℝ} (hf : ∀ t ∈ convexHull ℝ (Set.range x), ContDiffAt ℝ (n + 1 : ℕ) f t)
    {p : ℝ[X]} (hp : IsInterpolant x f p) (j : Fin (n + 1)) :
    ∃ c ∈ convexHull ℝ (Set.range x), deriv f (x j) - p.derivative.eval (x j) =
      iteratedDeriv (n + 1) f c / ((n + 1).factorial : ℝ) *
        ∏ i ∈ Finset.univ.erase j, (x j - x i) := by
  have hS : (convexHull ℝ (Set.range x)).OrdConnected := (convex_convexHull ℝ _).ordConnected
  have hmem : ∀ i, x i ∈ convexHull ℝ (Set.range x) :=
    fun i => subset_convexHull ℝ _ ⟨i, rfl⟩
  obtain ⟨W, hWdef⟩ : ∃ W : ℝ[X], W = Lagrange.nodal Finset.univ x := ⟨_, rfl⟩
  have hW0 : ∀ i, W.eval (x i) = 0 := fun i => by
    rw [hWdef]
    exact Lagrange.eval_nodal_at_node (Finset.mem_univ i)
  have hW1 : W.derivative.eval (x j) = ∏ i ∈ Finset.univ.erase j, (x j - x i) := by
    rw [hWdef, Lagrange.eval_nodal_derivative_eval_node_eq (Finset.mem_univ j),
      Lagrange.eval_nodal]
  have hWdeg : W.natDegree = n + 1 := by
    rw [hWdef, Lagrange.natDegree_nodal, Finset.card_univ, Fintype.card_fin]
  have hWtop : W.coeff (n + 1) = 1 := by
    have h : W.Monic := by
      rw [hWdef]
      exact Lagrange.nodal_monic
    rw [← hWdeg]
    exact h.coeff_natDegree
  have hP : ∏ i ∈ Finset.univ.erase j, (x j - x i) ≠ 0 :=
    Finset.prod_ne_zero_iff.2 fun i hi =>
      sub_ne_zero.2 fun h => Finset.ne_of_mem_erase hi (hx h).symm
  -- K makes the derivative of f - p - K W vanish at the chosen node
  obtain ⟨K, hK⟩ : ∃ K : ℝ, K * ∏ i ∈ Finset.univ.erase j, (x j - x i) =
      deriv f (x j) - p.derivative.eval (x j) := ⟨_ / _, div_mul_cancel₀ _ hP⟩
  have hF : ∀ k < n + 1, ∀ t ∈ convexHull ℝ (Set.range x),
      HasDerivAt (residual f (p + C K * W) k) (residual f (p + C K * W) (k + 1) t) t := by
    intro k hk t ht
    have hd : DifferentiableAt ℝ (iteratedDeriv k f) t := by
      have h := ((hf t ht).contDiffWithinAt (s := Set.univ)).differentiableWithinAt_iteratedDerivWithin
        (m := k) (by exact_mod_cast hk) (by simp [uniqueDiffOn_univ])
      rwa [iteratedDerivWithin_univ, differentiableWithinAt_univ] at h
    have h := hd.hasDerivAt.fun_sub ((derivative^[k] (p + C K * W)).hasDerivAt t)
    rw [← iteratedDeriv_succ, ← Function.iterate_succ_apply' (⇑derivative)] at h
    exact h
  -- the nodes are zeros of f - p - K W; Rolle gives n zeros of its derivative, none of them a node
  obtain ⟨r, hr, hr0⟩ := rolle_step (g' := residual f (p + C K * W) 1) hS
    (hF 0 (by omega)) (Finset.univ.image x) (m := n)
    (by rw [Finset.card_image_of_injective _ hx, Finset.card_univ, Fintype.card_fin])
    (by
      intro t ht
      obtain ⟨i, -, rfl⟩ := Finset.mem_image.1 ht
      refine ⟨hmem i, ?_⟩
      simp only [residual, iteratedDeriv_zero, Function.iterate_zero_apply, eval_add, eval_mul,
        eval_C, hp.2 i, hW0 i]
      ring)
  have hj : x j ∉ r := fun h =>
    (hr0 _ h).1 (Finset.mem_image_of_mem x (Finset.mem_univ j))
  -- the node x j is one more zero, so Rolle can be applied n more times
  obtain ⟨c, hc, hc0⟩ := repeated_rolle hS n (fun k => residual f (p + C K * W) (k + 1))
    (fun k hk => hF (k + 1) (by omega)) (insert (x j) r)
    (by rw [Finset.card_insert_of_notMem hj, hr])
    (by
      intro t ht
      rcases Finset.mem_insert.1 ht with rfl | ht
      · refine ⟨hmem j, ?_⟩
        show residual f (p + C K * W) 1 (x j) = 0
        simp only [residual, iteratedDeriv_one, Function.iterate_one, derivative_add,
          derivative_C_mul, eval_add, eval_mul, eval_C, hW1]
        linear_combination -hK
      · exact (hr0 t ht).2)
  have hdeg : (p + C K * W).natDegree ≤ n + 1 :=
    natDegree_add_le_of_degree_le (hp.1.trans (by omega))
      ((natDegree_C_mul_le K W).trans hWdeg.le)
  have htop : (p + C K * W).coeff (n + 1) = K := by
    rw [coeff_add, coeff_C_mul, hWtop,
      coeff_eq_zero_of_natDegree_lt (Nat.lt_succ_of_le hp.1)]
    ring
  have hiter : iteratedDeriv (n + 1) f c = ((n + 1).factorial : ℝ) * K := by
    have h : iteratedDeriv (n + 1) f c - (derivative^[n + 1] (p + C K * W)).eval c = 0 := hc0
    rw [top_derivative hdeg, htop, eval_C] at h
    linarith
  have hfac : ((n + 1).factorial : ℝ) ≠ 0 := Nat.cast_ne_zero.2 (Nat.factorial_ne_zero _)
  exact ⟨c, hc, by rw [← hK, hiter, mul_div_cancel_left₀ _ hfac]⟩

/-- Error bound: let `p` have degree at most `n` and agree with `f` at `n + 1` distinct nodes, and
let `f` be of class `C^(n+1)` at every point of their convex hull, with `|f^(n+1)| ≤ M` there. Then
the absolute value of the derivative error at `x j` is at most `M / (n+1)!` times the product of the
distances to the other nodes. -/
theorem deriv_error_bound {n : ℕ} {x : Fin (n + 1) → ℝ} (hx : Function.Injective x)
    {f : ℝ → ℝ} (hf : ∀ t ∈ convexHull ℝ (Set.range x), ContDiffAt ℝ (n + 1 : ℕ) f t)
    {p : ℝ[X]} (hp : IsInterpolant x f p) {M : ℝ}
    (hM : ∀ t ∈ convexHull ℝ (Set.range x), |iteratedDeriv (n + 1) f t| ≤ M)
    (j : Fin (n + 1)) :
    |deriv f (x j) - p.derivative.eval (x j)| ≤
      M / ((n + 1).factorial : ℝ) * ∏ i ∈ Finset.univ.erase j, |x j - x i| := by
  obtain ⟨c, hc, e⟩ := deriv_error_at_node hx hf hp j
  rw [e, abs_mul, abs_div, Finset.abs_prod, Nat.abs_cast]
  gcongr
  exact hM c hc

/-- Three points with spacing `h > 0` and `f` of class `C^3` in a neighbourhood of every point of
`[a - h, a + h]`: the central stencil at `a` has error `-h² f'''(c) / 6`, and the one-sided stencil
at the edge `a - h` has error `h² f'''(c) / 3`, each with its own `c` in the interval. -/
theorem three_point_stencils {f : ℝ → ℝ} {a h : ℝ} (hh : 0 < h)
    (hf : ∀ t ∈ Set.Icc (a - h) (a + h), ContDiffAt ℝ (3 : ℕ) f t) :
    (∃ c ∈ Set.Icc (a - h) (a + h),
      deriv f a - (f (a + h) - f (a - h)) / (2 * h) = -(h ^ 2 / 6) * iteratedDeriv 3 f c) ∧
    (∃ c ∈ Set.Icc (a - h) (a + h),
      deriv f (a - h) - (-3 * f (a - h) + 4 * f a - f (a + h)) / (2 * h) =
        h ^ 2 / 3 * iteratedDeriv 3 f c) := by
  have hne : h ≠ 0 := hh.ne'
  obtain ⟨x, h0, h1, h2⟩ : ∃ x : Fin 3 → ℝ, x 0 = a - h ∧ x 1 = a ∧ x 2 = a + h :=
    ⟨![a - h, a, a + h], rfl, rfl, rfl⟩
  -- slope u at a and quadratic coefficient v of the interpolating parabola
  obtain ⟨u, hu⟩ : ∃ u : ℝ, 2 * h * u = f (a + h) - f (a - h) :=
    ⟨_ / (2 * h), mul_div_cancel₀ _ (by positivity)⟩
  obtain ⟨v, hv⟩ : ∃ v : ℝ, 2 * h ^ 2 * v = f (a + h) - 2 * f a + f (a - h) :=
    ⟨_ / (2 * h ^ 2), mul_div_cancel₀ _ (by positivity)⟩
  obtain ⟨p, hp⟩ : ∃ p : ℝ[X],
      p = C (f a) + C u * (X - C a) + C v * ((X - C a) * (X - C a)) := ⟨_, rfl⟩
  have he : ∀ t, p.eval t = f a + u * (t - a) + v * ((t - a) * (t - a)) := fun t => by
    simp only [hp, eval_add, eval_mul, eval_sub, eval_C, eval_X]
  have hd : ∀ t, p.derivative.eval t = u + 2 * v * (t - a) := fun t => by
    simp only [hp, derivative_add, derivative_mul, derivative_sub, derivative_C, derivative_X,
      eval_add, eval_mul, eval_sub, eval_C, eval_X, eval_zero, eval_one]
    ring
  have hdata : ∀ i : Fin 3, p.eval (x i) = f (x i) := by
    intro i
    fin_cases i
    · show p.eval (x 0) = f (x 0)
      rw [h0, he]
      linear_combination (-1 / 2) * hu + (1 / 2) * hv
    · show p.eval (x 1) = f (x 1)
      rw [h1, he]
      ring
    · show p.eval (x 2) = f (x 2)
      rw [h2, he]
      linear_combination (1 / 2) * hu + (1 / 2) * hv
  have hdeg : p.natDegree ≤ 2 := by
    rw [hp]
    compute_degree
  have hmono : StrictMono x := by
    refine Fin.strictMono_iff_lt_succ.2 fun i => ?_
    fin_cases i
    · show x 0 < x 1
      linarith
    · show x 1 < x 2
      linarith
  have hull : convexHull ℝ (Set.range x) ⊆ Set.Icc (a - h) (a + h) := by
    refine convexHull_min ?_ (convex_Icc _ _)
    rintro _ ⟨i, rfl⟩
    have l : x 0 ≤ x i := hmono.monotone (Fin.zero_le i)
    have r : x i ≤ x 2 := hmono.monotone (Fin.le_last i)
    exact ⟨h0 ▸ l, h2 ▸ r⟩
  have key : ∀ j : Fin 3, ∃ c ∈ Set.Icc (a - h) (a + h),
      deriv f (x j) - p.derivative.eval (x j) =
        iteratedDeriv 3 f c / 6 * ∏ i ∈ Finset.univ.erase j, (x j - x i) := by
    intro j
    obtain ⟨c, hc, e⟩ := deriv_error_at_node (n := 2) hmono.injective
      (fun t ht => hf t (hull ht)) ⟨hdeg, hdata⟩ j
    have h6 : ((2 + 1).factorial : ℝ) = 6 := by norm_num [Nat.factorial]
    rw [h6] at e
    exact ⟨c, hull hc, e⟩
  constructor
  · obtain ⟨c, hc, e⟩ := key 1
    rw [show Finset.univ.erase (1 : Fin 3) = {0, 2} by decide,
      Finset.prod_pair (by decide), hd, h0, h1, h2] at e
    have hs : (f (a + h) - f (a - h)) / (2 * h) = u := by
      rw [div_eq_iff (by positivity)]
      linear_combination -hu
    exact ⟨c, hc, by rw [hs]; linear_combination e⟩
  · obtain ⟨c, hc, e⟩ := key 0
    rw [show Finset.univ.erase (0 : Fin 3) = {1, 2} by decide,
      Finset.prod_pair (by decide), hd, h0, h1, h2] at e
    have hs : (-3 * f (a - h) + 4 * f a - f (a + h)) / (2 * h) = u - 2 * v * h := by
      rw [div_eq_iff (by positivity)]
      linear_combination 2 * hv - hu
    exact ⟨c, hc, by rw [hs]; linear_combination e⟩

end

end StencilDerivativeError
```

```lean
#print axioms StencilDerivativeError.deriv_error_at_node
#print axioms StencilDerivativeError.deriv_error_bound
#print axioms StencilDerivativeError.three_point_stencils
```

```
'StencilDerivativeError.deriv_error_at_node' depends on axioms: [propext, Classical.choice, Quot.sound]
'StencilDerivativeError.deriv_error_bound' depends on axioms: [propext, Classical.choice, Quot.sound]
'StencilDerivativeError.three_point_stencils' depends on axioms: [propext, Classical.choice, Quot.sound]
```

## From the Lean statement to a stencil in a code

In `deriv_error_at_node`, the nodes are an injective map `x : Fin (n + 1) → ℝ`, numbered from 0 to $n$. The interval $H$ is `convexHull ℝ (Set.range x)`. `IsInterpolant x f p` states the degree bound and the agreement at the nodes; `isInterpolant_witness` shows that Lagrange's formula supplies such a `p` for every `f`. The product over `Finset.univ.erase j` leaves out the factor $i=j$.

The name `residual` stands for the difference between the $k$th derivatives of `f` and a polynomial, here $p+KW$, so it is $g^{(k)}$. `rolle_step` sorts the zeros, picks one zero of the derivative in each gap and shows that it is new. The main proof applies it once, inserts `x j` into the resulting set and passes the set to `repeated_rolle`, which does the remaining steps by induction. `top_derivative` evaluates the last derivative of the polynomial. `deriv_error_bound` takes absolute values, and `three_point_stencils` constructs the parabola and uses nodes 1 and 0.

Three limits matter in use:

- **Smoothness.** `ContDiffAt` concerns a neighbourhood of each point, so at a grid edge `f` must continue smoothly past the last node. A stencil across a wavefunction cusp or a level crossing with a kink in the energy does not meet the hypothesis.
- **Position.** The derivative is taken at a node. A staggered-grid difference, evaluated midway between its two points, is still covered: the midpoint counts as a third node with weight zero, so this is the central stencil with $h$ equal to half the distance between the points.
- **Data.** The theorems take the values $f(x_i)$ as exact, whereas a code supplies values with rounding and convergence errors. If each energy is off by at most $\varepsilon$, the central stencil can be off by a further $\varepsilon/h$, which grows as $h$ shrinks; this estimate is a separate one-line calculation and not part of the Lean proof.
